# For given interactions and positive hopping, the ground-state density of spinless fermions on a partly filled open chain fixes the potential up to a constant

## When a density has several potentials

If two potentials that differ by more than a constant shared a ground-state density, recovering the potential from the density would have no definite answer. A full chain of two or more sites shows this: its density is one everywhere, whatever the potential. With at least one particle and one hole, and tunnelling across every bond, the ambiguity disappears once the interactions and hopping amplitudes are given. For these finite chains, this is the uniqueness on which lattice density functional theory relies when it labels a system by its density.

## The chain and the claim

Put $N$ fermions on sites $0,\dots,M$, with $0<N<M+1$. A configuration $S$ is the set of occupied sites. The Hamiltonian $H_v$ has diagonal entries $d_S+\sum_{i\in S}v_i$, where $d_S$ is any real interaction energy, and entries $-t_k$, $t_k>0$, for a hop between $k$ and $k+1$. A state $\psi$ has density $\rho_i=\sum_{S\ni i}|\psi_S|^2$.

Let $\psi$ and $\varphi$ be ground states of $H_v$ and $H_w$, with the same $d$ and $t$. If their densities agree, $v_i-w_i$ is the same at every site. Degeneracy is not excluded in advance. Whether a prescribed density has a potential at all is a separate question.

## From equal densities to equal potentials

**Schrödinger equation.** Let $E$ be the least energy of $H=H_v$ and $\chi=(H-E)\psi$. For real $x$, minimality gives
$$0\le\langle\psi+x\chi|H-E|\psi+x\chi\rangle=2x\|\chi\|^2+x^2\langle\chi|H-E|\chi\rangle.$$
Small negative $x$ violates this unless $\chi=0$.

**No zero amplitudes.** Off-diagonal entries are nonpositive and $\mathrm{Re}(\psi_S^*\psi_T)\le|\psi_S||\psi_T|$, so $|\psi|$ is also a ground state. If $\psi_S=0$, its equation at $S$ reads $\sum_{T\ne S}H_{ST}|\psi_T|=0$. Every term is nonpositive, hence zero, so $\psi_T=0$ one hop away. Moving particles left until they are packed links all configurations, so $\psi$ would vanish entirely, contradicting normalisation.

**Comparison.** For any state, $\langle H_v\rangle=\langle H_w\rangle+\sum_i(v_i-w_i)\rho_i$. Since $\psi$ and $\varphi$ have equal densities, $\langle H_v\rangle_\psi\le\langle H_v\rangle_\varphi$ implies $\langle H_w\rangle_\psi\le\langle H_w\rangle_\varphi$. Thus $\psi$ is a ground state of $H_w$ too, with energy $E'$. Subtracting the two equations and dividing by $\psi_S$ gives
$$\sum_{i\in S}(v_i-w_i)=E-E'\quad\text{for every }S.$$
For $i\ne0$, choose $N-1$ sites $R$ avoiding $0$ and $i$. Comparing $R\cup\{i\}$ with $R\cup\{0\}$ gives $v_i-w_i=v_0-w_0$.

## Two sites, and other lattices

For one particle on two sites with $d=0$, density inversion is explicit:
$$v_0-v_1=t_0\,\frac{\rho_1-\rho_0}{\sqrt{\rho_0\rho_1}}.$$
One particle on a longer chain is explicit too: $\sqrt{\rho_i}$ are ground-state amplitudes, and the Schrödinger equation then gives each $v_i$ up to the common constant $E$. With several particles and several holes, the inversion is usually done iteratively, with the free constant fixed by, say, $v_0=0$.

The same argument applies to hard-core bosons on any finite connected graph with positive hopping; only the connectivity step changes.

## The Lean file

`Config M N` is the type of configurations, and bond `k` joins `k.castSucc` to `k.succ`. `IsGroundState` means a normalised minimiser over complex amplitudes. The matrix is postulated, not derived from fermion operators; ordering those operators along the open chain gives nearest-neighbour hops no exchange sign.

```lean
import Mathlib

open Finset ComplexConjugate

namespace ChainPotentialUniqueness

noncomputable section

/-- Configurations of `N` spinless fermions on an open chain of `M + 1` sites. -/
abbrev Config (M N : ℕ) := {S : Finset (Fin (M + 1)) // S.card = N}

/-- `T` arises from `S` by moving a particle to the right across bond `k`. -/
abbrev Hops {M : ℕ} (k : Fin M) (S T : Finset (Fin (M + 1))) : Prop :=
  k.castSucc ∈ S ∧ k.succ ∉ S ∧ T = insert k.succ (S.erase k.castSucc)

/-- The Hamiltonian with configuration energies `d`, entries `-t k` for a hop across bond `k`
in either direction, and site potential `v`. -/
def hamiltonian {M N : ℕ} (d : Config M N → ℝ) (t : Fin M → ℝ) (v : Fin (M + 1) → ℝ) :
    Matrix (Config M N) (Config M N) ℝ := fun S T =>
  (if S = T then d S + ∑ i ∈ S.1, v i else 0) -
    ∑ k, if Hops k S.1 T.1 ∨ Hops k T.1 S.1 then t k else 0

/-- The site density: the probability that site `i` is occupied in a normalised state. -/
def density {M N : ℕ} (ψ : Config M N → ℂ) (i : Fin (M + 1)) : ℝ :=
  ∑ S, if i ∈ S.1 then ‖ψ S‖ ^ 2 else 0

variable {ι : Type*} [Fintype ι]

/-- The real part of `⟨ψ|H|ψ⟩` for a real matrix `H` and complex amplitudes `ψ`. -/
def energy (H : Matrix ι ι ℝ) (ψ : ι → ℂ) : ℝ :=
  ∑ S, ∑ T, H S T * (conj (ψ S) * ψ T).re

/-- A ground state is a normalised state of least energy among all normalised states. -/
def IsGroundState (H : Matrix ι ι ℝ) (ψ : ι → ℂ) : Prop :=
  ∑ S, ‖ψ S‖ ^ 2 = 1 ∧ ∀ φ : ι → ℂ, ∑ S, ‖φ S‖ ^ 2 = 1 → energy H ψ ≤ energy H φ

/-- The ground-state energy times the squared norm of any state bounds its energy from below. -/
theorem rayleigh_bound {H : Matrix ι ι ℝ} {ψ : ι → ℂ} (h : IsGroundState H ψ) (φ : ι → ℂ) :
    energy H ψ * ∑ S, ‖φ S‖ ^ 2 ≤ energy H φ := by
  have hn : 0 ≤ ∑ S, ‖φ S‖ ^ 2 := sum_nonneg fun S _ => sq_nonneg _
  rcases hn.eq_or_lt with h0 | hpos
  · have hφ : ∀ S, φ S = 0 := fun S => by
      have := (sum_eq_zero_iff_of_nonneg (fun S _ => sq_nonneg ‖φ S‖)).1 h0.symm S (mem_univ S)
      simpa using this
    simp [energy, hφ]
  · -- rescale to a normalised state
    obtain ⟨c, hc⟩ : ∃ c : ℝ, c ^ 2 * ∑ S, ‖φ S‖ ^ 2 = 1 :=
      ⟨(√(∑ S, ‖φ S‖ ^ 2))⁻¹, by rw [inv_pow, Real.sq_sqrt hn]; exact inv_mul_cancel₀ hpos.ne'⟩
    have h1 := h.2 (fun S => (c : ℂ) * φ S) (by
      simp only [norm_mul, mul_pow, Complex.norm_real, Real.norm_eq_abs, sq_abs, ← mul_sum]
      exact hc)
    have h2 : energy H (fun S => (c : ℂ) * φ S) = c ^ 2 * energy H φ := by
      simp only [energy, mul_sum]
      refine sum_congr rfl fun S _ => sum_congr rfl fun T _ => ?_
      simp only [map_mul, Complex.conj_ofReal, Complex.mul_re, Complex.mul_im,
        Complex.ofReal_re, Complex.ofReal_im]
      ring
    rw [h2] at h1
    calc _ ≤ c ^ 2 * energy H φ * ∑ S, ‖φ S‖ ^ 2 := mul_le_mul_of_nonneg_right h1 hn
      _ = energy H φ := by linear_combination energy H φ * hc

/-- A ground state of a real symmetric Hamiltonian obeys the Schrödinger equation `Hψ = Eψ`. -/
theorem schrodinger {H : Matrix ι ι ℝ} (hH : ∀ S T, H S T = H T S) {ψ : ι → ℂ}
    (h : IsGroundState H ψ) (S : ι) :
    ∑ T, (H S T : ℂ) * ψ T = (energy H ψ : ℂ) * ψ S := by
  -- vary the state along the residual `χ = Hψ - Eψ`
  obtain ⟨χ, hχ⟩ : ∃ χ : ι → ℂ, ∀ S, χ S = ∑ T, (H S T : ℂ) * ψ T - (energy H ψ : ℂ) * ψ S :=
    ⟨_, fun _ => rfl⟩
  have hb : ∑ S, ‖χ S‖ ^ 2 = ∑ S, ∑ T, H S T * (conj (χ S) * ψ T).re
      - energy H ψ * ∑ S, (conj (χ S) * ψ S).re := by
    rw [mul_sum, ← sum_sub_distrib]
    refine sum_congr rfl fun S _ => ?_
    have h1 : ‖χ S‖ ^ 2 = (conj (χ S) * χ S).re := by
      rw [Complex.sq_norm, Complex.normSq_apply]; simp [Complex.mul_re]
    have h2 : conj (χ S) * χ S = ∑ T, (H S T : ℂ) * (conj (χ S) * ψ T)
        - (energy H ψ : ℂ) * (conj (χ S) * ψ S) := by
      calc _ = conj (χ S) * (∑ T, (H S T : ℂ) * ψ T - (energy H ψ : ℂ) * ψ S) := by rw [← hχ S]
        _ = _ := by
          rw [mul_sub, mul_sum]
          exact congrArg₂ _ (sum_congr rfl fun T _ => by ring) (by ring)
    rw [h1, h2]
    simp only [Complex.sub_re, Complex.re_sum, Complex.re_ofReal_mul]
  have hX : ∑ S, ∑ T, H S T * (conj (ψ S) * χ T).re
      = ∑ S, ∑ T, H S T * (conj (χ S) * ψ T).re := by
    rw [sum_comm]
    refine sum_congr rfl fun S _ => sum_congr rfl fun T _ => ?_
    rw [hH T S]
    simp only [Complex.mul_re, Complex.conj_re, Complex.conj_im]
    ring
  have key : ∀ x : ℝ, 0 ≤ (energy H χ - energy H ψ * ∑ S, ‖χ S‖ ^ 2) * (x * x)
      + (2 * ∑ S, ‖χ S‖ ^ 2) * x + 0 := fun x => by
    have h1 := rayleigh_bound h (fun S => ψ S + (x : ℂ) * χ S)
    have h2 : energy H (fun S => ψ S + (x : ℂ) * χ S) = energy H ψ
        + x * ∑ S, ∑ T, H S T * (conj (ψ S) * χ T).re
        + x * ∑ S, ∑ T, H S T * (conj (χ S) * ψ T).re + x ^ 2 * energy H χ := by
      simp only [energy, mul_sum, ← sum_add_distrib]
      refine sum_congr rfl fun S _ => sum_congr rfl fun T _ => ?_
      simp only [map_add, map_mul, Complex.conj_ofReal, Complex.mul_re, Complex.mul_im,
        Complex.add_re, Complex.add_im, Complex.ofReal_re, Complex.ofReal_im]
      ring
    have h3 : ∑ S, ‖ψ S + (x : ℂ) * χ S‖ ^ 2 = ∑ S, ‖ψ S‖ ^ 2
        + 2 * x * ∑ S, (conj (χ S) * ψ S).re + x ^ 2 * ∑ S, ‖χ S‖ ^ 2 := by
      simp only [mul_sum, ← sum_add_distrib]
      refine sum_congr rfl fun S _ => ?_
      simp only [Complex.sq_norm, Complex.normSq_apply, Complex.mul_re, Complex.mul_im,
        Complex.add_re, Complex.add_im, Complex.ofReal_re, Complex.ofReal_im,
        Complex.conj_re, Complex.conj_im]
      ring
    rw [h2, h3, h.1, hX] at h1
    linear_combination h1 - 2 * x * hb
  have hd := discrim_le_zero key
  unfold discrim at hd
  have h0 : ∑ S, ‖χ S‖ ^ 2 = 0 :=
    (pow_eq_zero_iff two_ne_zero).1 (le_antisymm (by linarith) (sq_nonneg _))
  have hS := (sum_eq_zero_iff_of_nonneg (fun S _ => sq_nonneg ‖χ S‖)).1 h0 S (mem_univ S)
  have hS' : χ S = 0 := by simpa using hS
  rw [hχ S] at hS'
  exact sub_eq_zero.1 hS'

/-- If all off-diagonal entries are nonpositive, the moduli of the amplitudes of a ground
state again form a ground state. -/
theorem modulus_isGroundState {H : Matrix ι ι ℝ} (hoff : ∀ S T, S ≠ T → H S T ≤ 0)
    {ψ : ι → ℂ} (h : IsGroundState H ψ) : IsGroundState H (fun S => (‖ψ S‖ : ℂ)) := by
  refine ⟨by simpa using h.1, fun φ hφ => le_trans ?_ (h.2 φ hφ)⟩
  refine sum_le_sum fun S _ => sum_le_sum fun T _ => ?_
  have e : (conj (‖ψ S‖ : ℂ) * (‖ψ T‖ : ℂ)).re = ‖ψ S‖ * ‖ψ T‖ := by simp
  rw [e]
  rcases eq_or_ne S T with rfl | hST
  · rw [← sq, Complex.sq_norm, Complex.normSq_apply]
    simp [Complex.mul_re]
  · exact mul_le_mul_of_nonpos_left ((Complex.re_le_norm _).trans_eq (by simp)) (hoff S T hST)

variable {M N : ℕ}

/-- Any two configurations with the same particle number are linked by a chain of
nearest-neighbour hops. -/
theorem configurations_connected (S T : Config M N) :
    Relation.EqvGen (fun A B : Config M N => ∃ k, Hops k A.1 B.1) S T := by
  -- move particles to the left until none can move
  have left : ∀ n (S : Config M N), ∑ i ∈ S.1, i.val = n → ∃ R : Config M N,
      Relation.EqvGen (fun A B : Config M N => ∃ k, Hops k A.1 B.1) S R ∧
        ∀ k : Fin M, k.succ ∈ R.1 → k.castSucc ∈ R.1 := by
    intro n
    induction n using Nat.strong_induction_on with
    | _ n ih =>
      intro S hS
      by_cases h : ∀ k : Fin M, k.succ ∈ S.1 → k.castSucc ∈ S.1
      · exact ⟨S, .refl _, h⟩
      simp only [not_forall] at h
      obtain ⟨k, hk1, hk2⟩ := h
      have a1 : k.castSucc.val = k.val := rfl
      have a2 : k.succ.val = k.val + 1 := Fin.val_succ k
      have hne : k.succ ≠ k.castSucc := fun e => by
        have := congrArg Fin.val e
        omega
      have hnot : k.castSucc ∉ S.1.erase k.succ := fun e => hk2 (mem_of_mem_erase e)
      let T : Config M N := ⟨insert k.castSucc (S.1.erase k.succ), by
        rw [card_insert_of_notMem hnot, card_erase_add_one hk1]; exact S.2⟩
      have e1 : ∑ i ∈ T.1, i.val = k.castSucc.val + ∑ i ∈ S.1.erase k.succ, i.val :=
        sum_insert hnot
      have e2 : k.succ.val + ∑ i ∈ S.1.erase k.succ, i.val = ∑ i ∈ S.1, i.val :=
        add_sum_erase S.1 (fun i => i.val) hk1
      have hop : Hops k T.1 S.1 := ⟨mem_insert_self _ _, by simp [T, hne], by
        simp only [T]; rw [erase_insert hnot, insert_erase hk1]⟩
      obtain ⟨R, hR, hR'⟩ := ih _ (by omega) T rfl
      exact ⟨R, .trans _ _ _ (.symm _ _ (.rel _ _ ⟨k, hop⟩)) hR, hR'⟩
  have lower : ∀ R : Config M N, (∀ k : Fin M, k.succ ∈ R.1 → k.castSucc ∈ R.1) →
      IsLowerSet (R.1 : Set (Fin (M + 1))) := by
    intro R hR b a hab hb
    have aux : ∀ n (b : Fin (M + 1)), b.val = a.val + n → b ∈ R.1 → a ∈ R.1 := by
      intro n
      induction n with
      | zero => intro b e hb; rwa [← Fin.ext (show b.val = a.val by omega)]
      | succ n ih =>
        intro b e hb
        have hlt : a.val + n < M := by have := b.2; omega
        have hbk : b = (⟨a.val + n, hlt⟩ : Fin M).succ := Fin.ext (by simp; omega)
        exact ih _ rfl (hR ⟨a.val + n, hlt⟩ (hbk ▸ hb))
    have hab' : a.val ≤ b.val := hab
    exact aux (b.val - a.val) b (by omega) hb
  obtain ⟨A, hA, hA'⟩ := left _ S rfl
  obtain ⟨B, hB, hB'⟩ := left _ T rfl
  -- the left-packed configuration is unique
  have hAB : A = B := by
    apply Subtype.ext
    rcases (lower A hA').total (lower B hB') with h | h
    · exact eq_of_subset_of_card_le (coe_subset.1 h) (by rw [A.2, B.2])
    · exact (eq_of_subset_of_card_le (coe_subset.1 h) (by rw [A.2, B.2])).symm
  subst hAB
  exact .trans _ _ _ hA (.symm _ _ hB)

variable {d : Config M N → ℝ} {t : Fin M → ℝ} {v w : Fin (M + 1) → ℝ}

/-- The chain Hamiltonian is symmetric. -/
theorem hamiltonian_symm (S T : Config M N) :
    hamiltonian d t v S T = hamiltonian d t v T S := by
  rcases eq_or_ne S T with rfl | h
  · rfl
  · unfold hamiltonian
    rw [if_neg h, if_neg h.symm]
    exact congrArg _ (sum_congr rfl fun k _ => if_congr or_comm rfl rfl)

/-- Changing the potential changes only the diagonal, by the potential difference summed over
the occupied sites. -/
theorem hamiltonian_shift (S T : Config M N) : hamiltonian d t v S T =
    hamiltonian d t w S T + if S = T then ∑ i ∈ S.1, (v i - w i) else 0 := by
  unfold hamiltonian
  split_ifs
  · rw [sum_sub_distrib]; ring
  · ring

/-- If all hopping amplitudes are positive, a ground state on the chain has no vanishing
amplitude. -/
theorem groundState_ne_zero (ht : ∀ k, 0 < t k) {ψ : Config M N → ℂ}
    (h : IsGroundState (hamiltonian d t v) ψ) (S : Config M N) : ψ S ≠ 0 := by
  have hnn : ∀ (S T : Config M N) (k : Fin M),
      0 ≤ if Hops k S.1 T.1 ∨ Hops k T.1 S.1 then t k else 0 := fun S T k => by
    split_ifs
    · exact (ht k).le
    · exact le_rfl
  have hoff : ∀ S T : Config M N, S ≠ T → hamiltonian d t v S T ≤ 0 := fun S T hST => by
    unfold hamiltonian
    rw [if_neg hST, zero_sub]
    exact neg_nonpos.2 (sum_nonneg fun k _ => hnn S T k)
  have hneg : ∀ (k : Fin M) (S T : Config M N), Hops k S.1 T.1 →
      hamiltonian d t v S T < 0 := fun k S T hk => by
    have hST : S ≠ T := fun e => hk.2.1 (by rw [e, hk.2.2]; exact mem_insert_self _ _)
    unfold hamiltonian
    rw [if_neg hST, zero_sub]
    exact neg_neg_of_pos (sum_pos' (fun k _ => hnn S T k)
      ⟨k, mem_univ k, by rw [if_pos (Or.inl hk)]; exact ht k⟩)
  -- a zero amplitude spreads to every configuration one hop away
  have spread : ∀ S T : Config M N, hamiltonian d t v S T < 0 → ψ S = 0 → ψ T = 0 := by
    intro S T hST hS
    have e := schrodinger hamiltonian_symm (modulus_isGroundState hoff h) S
    simp only [hS, norm_zero, Complex.ofReal_zero, mul_zero] at e
    have e' : ∑ U, hamiltonian d t v S U * ‖ψ U‖ = 0 := by exact_mod_cast e
    have hle : ∀ U ∈ univ, hamiltonian d t v S U * ‖ψ U‖ ≤ 0 := fun U _ => by
      rcases eq_or_ne S U with rfl | hU
      · simp [hS]
      · exact mul_nonpos_of_nonpos_of_nonneg (hoff S U hU) (norm_nonneg _)
    have hT := (sum_eq_zero_iff_of_nonpos hle).1 e' T (mem_univ T)
    exact norm_eq_zero.1 ((mul_eq_zero.1 hT).resolve_left hST.ne)
  intro hS
  have all : ∀ T, ψ T = 0 := fun T => by
    have hiff : ψ S = 0 ↔ ψ T = 0 := by
      clear hS
      induction configurations_connected S T with
      | rel A B hAB =>
        obtain ⟨k, hk⟩ := hAB
        exact ⟨spread A B (hneg k A B hk),
          spread B A (by rw [hamiltonian_symm]; exact hneg k A B hk)⟩
      | refl A => exact Iff.rfl
      | symm A B _ ih => exact ih.symm
      | trans A B C _ _ ih1 ih2 => exact ih1.trans ih2
    exact hiff.1 hS
  have h1 := h.1
  simp [all] at h1

/-- The energies of one state in two potentials differ by the potential difference weighted
with the density. -/
theorem energy_shift (ψ : Config M N → ℂ) : energy (hamiltonian d t v) ψ =
    energy (hamiltonian d t w) ψ + ∑ i, (v i - w i) * density ψ i := by
  have hn : ∀ z : ℂ, (conj z * z).re = ‖z‖ ^ 2 := fun z => by
    rw [Complex.sq_norm, Complex.normSq_apply]; simp [Complex.mul_re]
  simp only [energy, hamiltonian_shift (v := v) (w := w), add_mul, sum_add_distrib, ite_mul,
    zero_mul, sum_ite_eq, mem_univ, if_true, hn]
  congr 1
  simp only [density, mul_sum]
  rw [sum_comm]
  refine sum_congr rfl fun S _ => ?_
  simp only [mul_ite, mul_zero, sum_ite_mem, univ_inter, sum_mul]

/-- On an open chain that is neither empty nor full, with positive hopping on every bond, two
potentials that have ground states of equal density, for the same configuration energies and hopping
amplitudes, differ by a constant. -/
theorem potential_unique (hN : 0 < N) (hNM : N < M + 1) (ht : ∀ k, 0 < t k)
    {ψ φ : Config M N → ℂ} (hψ : IsGroundState (hamiltonian d t v) ψ)
    (hφ : IsGroundState (hamiltonian d t w) φ) (hρ : ∀ i, density ψ i = density φ i) :
    ∃ c : ℝ, ∀ i, v i - w i = c := by
  -- equal densities make `ψ` a ground state for `w` too
  have hψw : IsGroundState (hamiltonian d t w) ψ := by
    refine ⟨hψ.1, fun χ hχ => le_trans ?_ (hφ.2 χ hχ)⟩
    have h1 := hψ.2 φ hφ.1
    rw [energy_shift (w := w) ψ, energy_shift (w := w) φ] at h1
    simp only [hρ] at h1
    linarith
  -- subtract the Schrödinger equations and divide by the amplitude
  have hS : ∀ S : Config M N, ∑ i ∈ S.1, (v i - w i) =
      energy (hamiltonian d t v) ψ - energy (hamiltonian d t w) ψ := fun S => by
    have h1 := schrodinger hamiltonian_symm hψ S
    have h2 := schrodinger hamiltonian_symm hψw S
    have h3 : ∑ T, (hamiltonian d t v S T : ℂ) * ψ T =
        ∑ T, (hamiltonian d t w S T : ℂ) * ψ T + ((∑ i ∈ S.1, (v i - w i) : ℝ) : ℂ) * ψ S := by
      have h4 : ∀ T, (hamiltonian d t v S T : ℂ) * ψ T = (hamiltonian d t w S T : ℂ) * ψ T +
          if S = T then ((∑ i ∈ S.1, (v i - w i) : ℝ) : ℂ) * ψ T else 0 := fun T => by
        rw [hamiltonian_shift (v := v) (w := w) S T]
        split_ifs
        · rw [Complex.ofReal_add, add_mul]
        · rw [add_zero, add_zero]
      rw [sum_congr rfl fun T _ => h4 T, sum_add_distrib, sum_ite_eq, if_pos (mem_univ S)]
    apply Complex.ofReal_injective
    apply mul_right_cancel₀ (groundState_ne_zero ht hψ S)
    rw [Complex.ofReal_sub]
    linear_combination h1 - h2 - h3
  refine ⟨v 0 - w 0, fun i => ?_⟩
  rcases eq_or_ne i 0 with rfl | hi
  · rfl
  -- compare two configurations that differ in one occupied site
  have hc : N - 1 ≤ ((univ.erase i).erase (0 : Fin (M + 1))).card := by
    rw [card_erase_of_mem (by simp [hi.symm]), card_erase_of_mem (mem_univ _), card_univ,
      Fintype.card_fin]
    omega
  obtain ⟨R, hR, hRc⟩ := exists_subset_card_eq hc
  have hiR : i ∉ R := fun h => by simpa using hR h
  have h0R : (0 : Fin (M + 1)) ∉ R := fun h => by simpa using hR h
  have h1 := hS ⟨insert i R, by rw [card_insert_of_notMem hiR]; omega⟩
  have h2 := hS ⟨insert 0 R, by rw [card_insert_of_notMem h0R]; omega⟩
  simp only [sum_insert hiR] at h1
  simp only [sum_insert h0R] at h2
  linarith

/-- On the completely filled chain every normalised state has density one at every site. -/
theorem filled_chain_density (ψ : Config M (M + 1) → ℂ) (h : ∑ S, ‖ψ S‖ ^ 2 = 1)
    (i : Fin (M + 1)) : density ψ i = 1 := by
  rw [← h]
  refine sum_congr rfl fun S _ => if_pos ?_
  have hS : S.1 = univ := (card_eq_iff_eq_univ S.1).1 (by rw [S.2, Fintype.card_fin])
  rw [hS]
  exact mem_univ i

end

end ChainPotentialUniqueness
```

```lean
#print axioms ChainPotentialUniqueness.potential_unique
#print axioms ChainPotentialUniqueness.filled_chain_density
```

```
'ChainPotentialUniqueness.potential_unique' depends on axioms: [propext, Classical.choice, Quot.sound]
'ChainPotentialUniqueness.filled_chain_density' depends on axioms: [propext, Classical.choice, Quot.sound]
```

## How the lemmas fit together

`rayleigh_bound` extends minimality to unnormalised states by rescaling. `schrodinger` then treats the inequality in $x$ as a quadratic with no constant term: `discrim_le_zero` forces $\|\chi\|^2=0$.

`modulus_isGroundState` compares energies term by term. `configurations_connected` uses strong induction on the sum of occupied site indices, which each left move lowers by one; packed configurations are lower sets, and two of equal size coincide. `groundState_ne_zero` carries a zero along these links.

`energy_shift` supplies the density identity. In `potential_unique`, `mul_right_cancel₀` divides by the nonzero amplitude, and `exists_subset_card_eq` supplies $R$. `filled_chain_density` proves the full-chain statement: the only configuration contains every site.
